# With density of states $|E|^p$, $p>-1$, and the Fermi level at the node, Fermi smearing raises the band energy by $C\,T^{p+2}$

My extrapolation to zero temperature makes the band energy of a graphene-like cone worse. I compute the energy with Fermi smearing at $T$ and $2T$, and form $(4E(T)-E(2T))/3$, which removes the $T^2$ term I know from metals. The result lies farther from the zero-temperature energy than $E(T)$ did, and on the other side. Is $T^2$ the wrong power when the Fermi level sits at a node, and if so, what is the right one for graphene and for a Weyl node?

## Two more powers of $T$ than the density of states has of $E$

Yes, $T^2$ is wrong here: the shift goes as $T^3$ for graphene and as $T^4$ for a Weyl node. For ideal, non-interacting cones with fixed bands, this is the power to remove when extrapolating a smeared band energy.

Measure energies from the node, set $k_B=1$, and take the density of states $|E|^p$ with $p>-1$, so that the number of states near the node is finite. The Fermi occupation is $f_T(E)=1/(e^{E/T}+1)$. The zero-temperature filling $\theta(E)$ is 1 for $E<0$ and 0 otherwise. The band energy of an unbounded cone diverges, so we integrate the difference in occupation:

$$\Delta(T)=\int_{-\infty}^{\infty}E\,|E|^p\,\bigl(f_T(E)-\theta(E)\bigr)\,dE .$$

**Reflection.** Multiplying numerator and denominator by $e^{E/T}$ gives
$$f_T(-E)=\frac{e^{E/T}}{1+e^{E/T}}=1-f_T(E).$$
For $E>0$ the integrand is $E^{p+1}f_T(E)$. At $-E$ it is
$$(-E)\,E^p\,\bigl(f_T(-E)-1\bigr)=E^{p+1}f_T(E),$$
the same positive number. An electron above the node and a hole below it both cost energy, hence
$$\Delta(T)=2\int_0^\infty\frac{E^{p+1}}{e^{E/T}+1}\,dE .$$

**Scaling.** Write $F(s)=\int_0^\infty x^s/(e^x+1)\,dx$. Substituting $E=Tx$ gives $T^{p+1}$ from the power and $T$ from $dE$, so
$$\Delta(T)=C(p)\,T^{p+2},\qquad C(p)=2F(p+1).$$

**Size of the constant.** For $x>0$ we have $e^x\le e^x+1\le 2e^x$, so $\tfrac12e^{-x}\le 1/(e^x+1)\le e^{-x}$. Multiplying by $x^s$ and integrating gives $\Gamma(s+1)/2\le F(s)\le\Gamma(s+1)$ for $s>-1$. With $s=p+1$,
$$\Gamma(p+2)\le C(p)\le 2\,\Gamma(p+2).$$

**Fermi level.** The number of excited electrons is $\int_0^\infty E^pf_T(E)\,dE=F(p)\,T^{p+1}$. By reflection the number of holes is the same, so keeping the Fermi level at the node conserves charge.

**Your extrapolation in numbers.** For $p=1$, expanding $1/(e^x+1)=e^{-x}-e^{-2x}+\dots$ and integrating term by term gives
$$C(1)=4\left(1-\tfrac18+\tfrac1{27}-\dots\right)\approx3.606.$$
At $T=0.1$ the shift is $0.0036$, and at $2T=0.2$ it is $0.0288$. Your formula returns $(4\times0.0036-0.0288)/3=-0.0048$, which is $-\tfrac43$ of the error you started with. The combination $(8E(T)-E(2T))/7$ removes the $T^3$ term.

## What the Lean statements say

`dos p E`, `fermi T E` and `filled E` are $|E|^p$, $f_T(E)$ and $\theta(E)$. `smearingEnergy p T` is $\Delta(T)$, `fermiIntegral s` is $F(s)$, and `smearingConst p` is $C(p)$. All arguments are real numbers, so $p$ need not be an integer.

The main theorem, `smearingEnergy_eq`, assumes $p>-1$ and $T>0$. It states that the integrand of $\Delta(T)$ is integrable over the whole energy axis, that $\Delta(T)$ is twice the integral over $E>0$, and that it equals $C(p)T^{p+2}$. `smearingConst_bounds` gives the positivity and the Gamma-function bounds. `graphene_smearing` and `weyl_smearing` are the cases $p=1$, with $2\le C\le4$, and $p=2$, with $6\le C\le12$.

The density of states has prefactor 1; a physical prefactor multiplies the energy. The model takes the density of states to be $|E|^p$ at all energies, without band cutoff or trigonal warping, and the bands do not respond to the smearing. The integral over $E$ also assumes a converged $k$-point mesh: once $T$ falls below the level spacing of a finite mesh near the node, the computed shift no longer follows $T^{p+2}$. The quantity is the band energy alone, without the entropy term of the free energy.

```lean
import Mathlib

open MeasureTheory Set Filter Topology

namespace SemimetalSmearing

noncomputable section

/-- Density of states `|E|^p` around a node at `E = 0`, for `p > -1`. -/
def dos (p E : ℝ) : ℝ := |E| ^ p

/-- Fermi occupation at temperature `T > 0` (in energy units), with the Fermi level at `0`. -/
def fermi (T E : ℝ) : ℝ := 1 / (Real.exp (E / T) + 1)

/-- Sharp filling: states below the node are occupied, the others are empty. -/
def filled (E : ℝ) : ℝ := if E < 0 then 1 else 0

/-- Band energy with Fermi smearing at `T > 0`, measured from that of the sharp filling. -/
def smearingEnergy (p T : ℝ) : ℝ :=
  ∫ E, E * dos p E * (fermi T E - filled E)

/-- The dimensionless Fermi integral of `x^s / (exp x + 1)` over `x > 0`, for `s > -1`. -/
def fermiIntegral (s : ℝ) : ℝ := ∫ x in Ioi (0 : ℝ), x ^ s / (Real.exp x + 1)

/-- The prefactor `C(p)`, twice the Fermi integral of order `p + 1`, for `p > -1`. -/
def smearingConst (p : ℝ) : ℝ := 2 * fermiIntegral (p + 1)

/-- Particle-hole symmetry: the occupation at `-E` equals the vacancy at `E`. -/
theorem fermi_neg (T E : ℝ) : fermi T (-E) = 1 - fermi T E := by
  unfold fermi
  rw [neg_div]
  have h1 : Real.exp (-(E / T)) * Real.exp (E / T) = 1 := by
    rw [← Real.exp_add, neg_add_cancel, Real.exp_zero]
  have h2 : Real.exp (-(E / T)) + 1 ≠ 0 := by positivity
  have h3 : Real.exp (E / T) + 1 ≠ 0 := by positivity
  rw [eq_sub_iff_add_eq, div_add_div _ _ h2 h3, div_eq_one_iff_eq (mul_ne_zero h2 h3)]
  linear_combination (-1 : ℝ) * h1

/-- Away from the node, the Fermi occupation tends to the sharp filling as `T` falls to zero. -/
theorem fermi_tendsto_filled {E : ℝ} (hE : E ≠ 0) :
    Tendsto (fun T => fermi T E) (𝓝[>] 0) (𝓝 (filled E)) := by
  have key : ∀ e : ℝ, 0 < e → Tendsto (fun T => fermi T e) (𝓝[>] 0) (𝓝 0) := by
    intro e he
    have h1 : Tendsto (fun T : ℝ => e / T) (𝓝[>] 0) atTop := by
      simpa only [div_eq_mul_inv] using tendsto_inv_nhdsGT_zero.const_mul_atTop he
    have h2 := tendsto_atTop_add_const_right _ (1 : ℝ) (Real.tendsto_exp_atTop.comp h1)
    simp only [fermi, one_div]
    exact h2.inv_tendsto_atTop
  rcases lt_or_gt_of_ne hE with h | h
  · -- below the node, use particle-hole symmetry
    have h' := (key (-E) (neg_pos.2 h)).const_sub 1
    simp only [fermi_neg, sub_sub_cancel, sub_zero] at h'
    simpa only [filled, if_pos h] using h'
  · simpa only [filled, if_neg (not_lt.2 h.le)] using key E h

/-- For `s > -1` the Fermi integral converges and lies between `Γ(s+1)/2` and `Γ(s+1)`. -/
theorem fermiIntegral_bounds {s : ℝ} (hs : -1 < s) :
    IntegrableOn (fun x : ℝ => x ^ s / (Real.exp x + 1)) (Ioi 0) ∧
      Real.Gamma (s + 1) / 2 ≤ fermiIntegral s ∧ fermiIntegral s ≤ Real.Gamma (s + 1) := by
  have hs' : 0 < s + 1 := by linarith
  have hG := Real.GammaIntegral_convergent hs'
  rw [add_sub_cancel_right] at hG
  have hΓ := Real.Gamma_eq_integral hs'
  rw [add_sub_cancel_right] at hΓ
  -- compare 1 / (exp x + 1) with the Boltzmann factor exp (-x)
  have hup : ∀ x ∈ Ioi (0 : ℝ), x ^ s / (Real.exp x + 1) ≤ Real.exp (-x) * x ^ s := by
    intro x hx
    have hx' : 0 < x := hx
    have h : (Real.exp x + 1)⁻¹ ≤ (Real.exp x)⁻¹ :=
      inv_anti₀ (Real.exp_pos x) (by linarith)
    have h' := mul_le_mul_of_nonneg_right h (Real.rpow_nonneg hx'.le s)
    rw [Real.exp_neg, div_eq_mul_inv]
    linarith
  have hlo : ∀ x ∈ Ioi (0 : ℝ), Real.exp (-x) * x ^ s / 2 ≤ x ^ s / (Real.exp x + 1) := by
    intro x hx
    have hx' : 0 < x := hx
    have h1 : 1 ≤ Real.exp x := Real.one_le_exp hx'.le
    have h : (2 * Real.exp x)⁻¹ ≤ (Real.exp x + 1)⁻¹ :=
      inv_anti₀ (by positivity) (by linarith)
    rw [mul_inv] at h
    have h' := mul_le_mul_of_nonneg_right h (Real.rpow_nonneg hx'.le s)
    rw [Real.exp_neg, div_eq_mul_inv (x ^ s)]
    linarith
  have hm : Measurable (fun x : ℝ => x ^ s / (Real.exp x + 1)) := by fun_prop
  have hI : IntegrableOn (fun x : ℝ => x ^ s / (Real.exp x + 1)) (Ioi 0) := by
    refine Integrable.mono' hG hm.aestronglyMeasurable
      ((ae_restrict_iff' measurableSet_Ioi).2 (Eventually.of_forall fun x hx => ?_))
    have hx' : 0 < x := hx
    rw [Real.norm_of_nonneg (by positivity)]
    exact hup x hx
  refine ⟨hI, ?_, ?_⟩
  · rw [hΓ, ← integral_div]
    exact setIntegral_mono_on (Integrable.div_const hG 2) hI measurableSet_Ioi hlo
  · rw [hΓ]
    exact setIntegral_mono_on hI hG measurableSet_Ioi hup

/-- For `s > -1` and `T > 0`, the thermal moment of order `s` above the node converges
and scales as `T^(s+1)`. -/
theorem thermal_moment {s T : ℝ} (hs : -1 < s) (hT : 0 < T) :
    IntegrableOn (fun E => E ^ s * fermi T E) (Ioi 0) ∧
      ∫ E in Ioi (0 : ℝ), E ^ s * fermi T E = fermiIntegral s * T ^ (s + 1) := by
  have key : ∫ E in Ioi (0 : ℝ), E ^ s * fermi T E = fermiIntegral s * T ^ (s + 1) := by
    -- substitute E = T x
    have h := integral_comp_mul_left_Ioi (fun E => E ^ s * fermi T E) 0 hT
    have h2 : ∫ x in Ioi (0 : ℝ), (T * x) ^ s * fermi T (T * x) = T ^ s * fermiIntegral s := by
      rw [fermiIntegral, ← integral_const_mul]
      refine setIntegral_congr_fun measurableSet_Ioi fun x hx => ?_
      have hx' : 0 < x := hx
      simp only [fermi]
      rw [Real.mul_rpow hT.le hx'.le, mul_div_cancel_left₀ x hT.ne']
      ring
    simp only [mul_zero, smul_eq_mul] at h
    rw [h2] at h
    have h3 : fermiIntegral s * (T ^ s * T) = T * (T ^ s * fermiIntegral s) := by ring
    rw [Real.rpow_add_one hT.ne', h3, h, mul_inv_cancel_left₀ hT.ne']
  refine ⟨?_, key⟩
  -- a divergent integral would have the value zero in Lean, but this one is positive
  by_contra hn
  have h0 : ∫ E in Ioi (0 : ℝ), E ^ s * fermi T E = 0 := integral_undef hn
  have hΓ := Real.Gamma_pos_of_pos (show 0 < s + 1 by linarith)
  have hF : 0 < fermiIntegral s := by linarith [(fermiIntegral_bounds hs).2.1]
  exact (mul_pos hF (Real.rpow_pos_of_pos hT _)).ne' (key.symm.trans h0)

/-- For `p > -1` and `T > 0`, the electrons excited above the node and the holes left below it
have the same number, proportional to `T^(p+1)`. -/
theorem electrons_eq_holes {p T : ℝ} (hp : -1 < p) (hT : 0 < T) :
    ∫ E in Ioi (0 : ℝ), dos p E * fermi T E = fermiIntegral p * T ^ (p + 1) ∧
      ∫ E in Iic (0 : ℝ), dos p E * (1 - fermi T E) = fermiIntegral p * T ^ (p + 1) := by
  have h1 : ∫ E in Ioi (0 : ℝ), dos p E * fermi T E = fermiIntegral p * T ^ (p + 1) := by
    rw [← (thermal_moment hp hT).2]
    refine setIntegral_congr_fun measurableSet_Ioi fun E hE => ?_
    simp only [dos, abs_of_pos (show 0 < E from hE)]
  refine ⟨h1, ?_⟩
  have h := integral_comp_neg_Ioi 0 (fun E => dos p E * (1 - fermi T E))
  simp only [neg_zero] at h
  refine h.symm.trans (Eq.trans ?_ h1)
  refine setIntegral_congr_fun measurableSet_Ioi fun E _ => ?_
  simp only [dos, abs_neg, fermi_neg, sub_sub_cancel]

/-- For `p > -1` the prefactor `C(p)` is positive and lies between `Γ(p+2)` and `2 Γ(p+2)`. -/
theorem smearingConst_bounds {p : ℝ} (hp : -1 < p) :
    0 < smearingConst p ∧ Real.Gamma (p + 2) ≤ smearingConst p ∧
      smearingConst p ≤ 2 * Real.Gamma (p + 2) := by
  obtain ⟨-, h1, h2⟩ := fermiIntegral_bounds (show -1 < p + 1 by linarith)
  rw [show p + 1 + 1 = p + 2 by ring] at h1 h2
  have hΓ := Real.Gamma_pos_of_pos (show 0 < p + 2 by linarith)
  unfold smearingConst
  exact ⟨by linarith, by linarith, by linarith⟩

/-- For density of states `|E|^p` with `p > -1`, Fermi level at the node and `T > 0`, the smearing
energy converges, is twice the integral over `E > 0`, and equals `C(p) T^(p+2)`. -/
theorem smearingEnergy_eq {p T : ℝ} (hp : -1 < p) (hT : 0 < T) :
    Integrable (fun E => E * dos p E * (fermi T E - filled E)) ∧
      smearingEnergy p T = 2 * ∫ E in Ioi (0 : ℝ), E ^ (p + 1) / (Real.exp (E / T) + 1) ∧
      smearingEnergy p T = smearingConst p * T ^ (p + 2) := by
  -- electrons and holes at the same distance from the node cost the same energy
  have hpt : ∀ E, E * dos p E * (fermi T E - filled E)
      = (fun x => x ^ (p + 1) * fermi T x) |E| := by
    intro E
    rcases lt_or_ge E 0 with h | h
    · simp only [dos, filled, if_pos h, abs_of_neg h, fermi_neg]
      rw [Real.rpow_add_one (neg_pos.2 h).ne']
      ring
    · simp only [dos, filled, if_neg (not_lt.2 h), abs_of_nonneg h]
      rw [Real.rpow_add_one' h (show 0 < p + 1 by linarith).ne']
      ring
  have hE : smearingEnergy p T = 2 * ∫ x in Ioi (0 : ℝ), x ^ (p + 1) * fermi T x := by
    unfold smearingEnergy
    exact (integral_congr_ae (Eventually.of_forall hpt)).trans
      (integral_comp_abs (f := fun x => x ^ (p + 1) * fermi T x))
  have hC : smearingEnergy p T = smearingConst p * T ^ (p + 2) := by
    rw [hE, (thermal_moment (show -1 < p + 1 by linarith) hT).2, smearingConst,
      show p + 1 + 1 = p + 2 by ring]
    ring
  refine ⟨?_, ?_, hC⟩
  · by_contra hn
    have h0 : smearingEnergy p T = 0 := integral_undef hn
    exact (mul_pos (smearingConst_bounds hp).1 (Real.rpow_pos_of_pos hT _)).ne'
      (hC.symm.trans h0)
  · rw [hE]
    simp only [fermi, mul_one_div]

/-- Graphene, density of states `|E|`: for `T > 0` the smearing energy is `C T^3`
with `C` between 2 and 4. -/
theorem graphene_smearing {T : ℝ} (hT : 0 < T) :
    smearingEnergy 1 T = smearingConst 1 * T ^ 3 ∧
      2 ≤ smearingConst 1 ∧ smearingConst 1 ≤ 4 := by
  have hp : (-1 : ℝ) < 1 := by norm_num
  have hΓ : Real.Gamma (1 + 2) = 2 := by
    rw [show (1 : ℝ) + 2 = ((2 : ℕ) : ℝ) + 1 by norm_num, Real.Gamma_nat_eq_factorial]
    norm_num [Nat.factorial]
  obtain ⟨-, h1, h2⟩ := smearingConst_bounds hp
  rw [hΓ] at h1 h2
  refine ⟨?_, h1, by linarith⟩
  rw [(smearingEnergy_eq hp hT).2.2, show (1 : ℝ) + 2 = ((3 : ℕ) : ℝ) by norm_num,
    Real.rpow_natCast]

/-- Weyl node, density of states `|E|^2`: for `T > 0` the smearing energy is `C T^4`
with `C` between 6 and 12. -/
theorem weyl_smearing {T : ℝ} (hT : 0 < T) :
    smearingEnergy 2 T = smearingConst 2 * T ^ 4 ∧
      6 ≤ smearingConst 2 ∧ smearingConst 2 ≤ 12 := by
  have hp : (-1 : ℝ) < 2 := by norm_num
  have hΓ : Real.Gamma (2 + 2) = 6 := by
    rw [show (2 : ℝ) + 2 = ((3 : ℕ) : ℝ) + 1 by norm_num, Real.Gamma_nat_eq_factorial]
    norm_num [Nat.factorial]
  obtain ⟨-, h1, h2⟩ := smearingConst_bounds hp
  rw [hΓ] at h1 h2
  refine ⟨?_, h1, by linarith⟩
  rw [(smearingEnergy_eq hp hT).2.2, show (2 : ℝ) + 2 = ((4 : ℕ) : ℝ) by norm_num,
    Real.rpow_natCast]

end

end SemimetalSmearing
```

```lean
#print axioms SemimetalSmearing.electrons_eq_holes
-- 'SemimetalSmearing.electrons_eq_holes' depends on axioms: [propext, Classical.choice, Quot.sound]
#print axioms SemimetalSmearing.smearingEnergy_eq
-- 'SemimetalSmearing.smearingEnergy_eq' depends on axioms: [propext, Classical.choice, Quot.sound]
#print axioms SemimetalSmearing.graphene_smearing
-- 'SemimetalSmearing.graphene_smearing' depends on axioms: [propext, Classical.choice, Quot.sound]
#print axioms SemimetalSmearing.weyl_smearing
-- 'SemimetalSmearing.weyl_smearing' depends on axioms: [propext, Classical.choice, Quot.sound]
```

## From the reflection to the two special cases

`fermi_neg` is the particle-hole identity. `fermi_tendsto_filled` justifies the reference filling: for fixed $E\ne0$, the occupation tends to $\theta(E)$ as $T\to0^+$. It treats $E>0$ through $e^{E/T}\to\infty$ and obtains $E<0$ by reflection.

In `fermiIntegral_bounds`, the steps `hup` and `hlo` are the two comparisons with the Boltzmann factor. The upper one also gives convergence, because the Gamma integral dominates the Fermi integral. Monotonicity of the integral then yields both bounds.

`thermal_moment` makes the substitution $E=Tx$ with `integral_comp_mul_left_Ioi` and collects the powers of $T$. Its convergence claim comes by contradiction: Lean gives a non-integrable function the integral zero, while the value just computed is positive. The main theorem gets integrability the same way.

`electrons_eq_holes` applies the scaling with $s=p$ and reflects the hole integral onto $E>0$ with `integral_comp_neg_Ioi`.

In `smearingEnergy_eq`, the step `hpt` shows that the integrand depends only on $|E|$, treating the two signs of $E$ separately. `integral_comp_abs` turns this into the factor 2, and `thermal_moment` with $s=p+1$ supplies $T^{p+2}$. The last two theorems insert $\Gamma(3)=2$ and $\Gamma(4)=6$ into the bounds and turn the real exponents into the integer powers $T^3$ and $T^4$.
